# A potential with a ground state of the target density maximises a concave functional: non-interacting electrons on finitely many sites

A determinant of $N$ electrons can be described by its orbitals or by its one-particle density matrix. The density matrix is chosen here, because rotating the occupied orbitals among themselves leaves it unchanged and because the energy of non-interacting electrons is linear in it. For real orbitals in an orthonormal site basis, the admissible states are the real matrices $P$ with $P^{\mathsf T}=P$, $P^2=P$ and $\operatorname{tr}P=N$. Each eigenvalue of such a matrix is 0 or 1, so its trace counts the occupied orbitals and equals its rank.

The problem is that of reconstructing a potential from a density: given a target density $n_0$, find a local potential $v$ in which non-interacting electrons have that density.

## States, energies and the functional

The sites form a finite set `ι`. Potentials and densities are real functions on it, and `v ⬝ᵥ n` is the pairing $v\cdot n=\sum_i v_i n_i$.

```lean
import Mathlib

open Matrix

namespace PotentialReconstruction

noncomputable section

variable {ι : Type*} [Fintype ι] [DecidableEq ι]
```

The set `projectors N` contains the admissible matrices. Orbitals are real and occupations are 0 or 1, so complex orbitals and ensembles with fractional occupation are left out. Spin is left out too: all electrons have the same spin, so a site holds at most one of them.

```lean
/-- The one-particle density matrices of `N` occupied real orbitals: symmetric idempotent
matrices of trace `N`. -/
def projectors (N : ℕ) : Set (Matrix ι ι ℝ) :=
  {P | Pᵀ = P ∧ P * P = P ∧ P.trace = (N : ℝ)}
```

The density $n_P$ of a state is the diagonal of its matrix, $(n_P)_i=P_{ii}$.

```lean
/-- The site density, the diagonal of the density matrix. -/
def density (P : Matrix ι ι ℝ) : ι → ℝ := fun i => P i i
```

The matrix $T$ holds the fixed one-particle terms, such as hopping between sites, and $\operatorname{tr}(PT)$ is called the kinetic energy. In a physical model $T$ is symmetric, but no step below uses this, so the theorems hold for any real square $T$. In the potential $v$ the energy is
$$E_v(P)=\operatorname{tr}\bigl(P(T+\operatorname{diag}v)\bigr).$$

```lean
/-- The energy `tr (P (T + diag v))` of the density matrix `P` in the local potential `v`. -/
def energy (T : Matrix ι ι ℝ) (v : ι → ℝ) (P : Matrix ι ι ℝ) : ℝ :=
  (P * (T + diagonal v)).trace
```

A ground state is an admissible matrix whose energy no other admissible matrix undercuts. There may be several, for instance when a degenerate level is only partly filled.

```lean
/-- `P` is an `N`-particle projector of least energy in the potential `v`. -/
def IsGroundState (T : Matrix ι ι ℝ) (N : ℕ) (v : ι → ℝ) (P : Matrix ι ι ℝ) : Prop :=
  P ∈ projectors N ∧ ∀ Q ∈ projectors N, energy T v P ≤ energy T v Q
```

The reconstruction functional is
$$W(v)=\inf_P E_v(P)-v\cdot n_0,$$
with the infimum over admissible $P$. The target $n_0$ may be any real function on the sites; the definition does not require it to be non-negative or to sum to $N$.

```lean
/-- The reconstruction functional: the infimum of the `N`-particle energies in the potential `v`,
minus the potential energy of the target density `n₀`. -/
def W (T : Matrix ι ι ℝ) (N : ℕ) (n₀ v : ι → ℝ) : ℝ :=
  sInf (energy T v '' projectors N) - v ⬝ᵥ n₀
```

## (a) Kinetic and potential energy

**Task.** Separate the potential from the rest of the energy by showing that
$$E_v(P)=\operatorname{tr}(PT)+v\cdot n_P .$$

**Solution.** By linearity, $E_v(P)=\operatorname{tr}(PT)+\operatorname{tr}(P\operatorname{diag}v)$. Multiplying by a diagonal matrix on the right scales the columns, so the $i$-th diagonal entry of $P\operatorname{diag}v$ is $P_{ii}v_i$. The second trace is therefore $\sum_i P_{ii}v_i=v\cdot n_P$.

In the code, `Matrix.mul_add` and `Matrix.trace_add` split the trace, `congr 1` leaves only the potential terms to compare, and `Matrix.mul_diagonal` scales the columns. Nothing is assumed about $P$.

```lean
/-- The energy is the kinetic energy plus the potential paired with the density. -/
theorem energy_eq (T : Matrix ι ι ℝ) (v : ι → ℝ) (P : Matrix ι ι ℝ) :
    energy T v P = (P * T).trace + v ⬝ᵥ density P := by
  unfold energy density
  rw [Matrix.mul_add, Matrix.trace_add]
  congr 1
  simp only [Matrix.trace, Matrix.diag_apply, Matrix.mul_diagonal, dotProduct]
  exact Finset.sum_congr rfl fun i _ => mul_comm _ _
```

## (b) Bounded entries and compactness

**Task.** Show that every admissible $P$ satisfies
$$|P_{ij}|\le 1\quad\text{for all } i,j,$$
and deduce that the set of admissible matrices is compact.

**Solution.** Idempotency and symmetry give
$$P_{ii}=\sum_l P_{il}P_{li}=\sum_l P_{il}^2 .$$
Every term of the sum is non-negative, so $P_{ik}^2\le P_{ii}$ for each $k$. With $k=i$ this reads $P_{ii}^2\le P_{ii}$, which rules out $P_{ii}>1$. Hence $P_{ij}^2\le P_{ii}\le 1$.

The admissible set thus lies in a cube of matrices with entries in $[-1,1]$, which is compact. It is also closed, since it is defined by three equations between continuous functions of $P$. A closed subset of a compact set is compact.

The cube is `hK`, closedness is `hC`, and `hb` is the bound $P_{ik}^2\le P_{ii}$. The trace condition plays no part in bounding the entries.

```lean
omit [DecidableEq ι] in
/-- The set of `N`-particle projectors is compact. -/
theorem isCompact_projectors (N : ℕ) : IsCompact (projectors N : Set (Matrix ι ι ℝ)) := by
  have hK : IsCompact (Set.univ.pi fun _ : ι => Set.univ.pi fun _ : ι => Set.Icc (-1 : ℝ) 1) :=
    isCompact_univ_pi fun _ => isCompact_univ_pi fun _ => isCompact_Icc
  have hC : IsClosed (projectors N : Set (Matrix ι ι ℝ)) :=
    (isClosed_eq continuous_id.matrix_transpose continuous_id).inter
      ((isClosed_eq (continuous_id.matrix_mul continuous_id) continuous_id).inter
        (isClosed_eq continuous_id.matrix_trace continuous_const))
  refine IsCompact.of_isClosed_subset hK hC ?_
  rintro P ⟨hs, hi, -⟩ i - j -
  -- idempotency bounds each squared entry by the occupation of its site
  have hb : ∀ k, P i k ^ 2 ≤ P i i := by
    intro k
    have h1 : P i i = ∑ l, P i l ^ 2 := by
      have h2 := congrFun (congrFun hi i) i
      rw [Matrix.mul_apply] at h2
      rw [← h2]
      refine Finset.sum_congr rfl fun l _ => ?_
      have h3 : P l i = P i l := congrFun (congrFun hs i) l
      rw [h3, sq]
    rw [h1]
    exact Finset.single_le_sum (f := fun l => P i l ^ 2)
      (fun l _ => sq_nonneg _) (Finset.mem_univ k)
  have h1 : P i i ≤ 1 := by nlinarith [hb i]
  have h2 : P i j ^ 2 ≤ 1 := (hb j).trans h1
  exact abs_le.mp ((sq_le_one_iff_abs_le_one _).mp h2)
```

## (c) A ground state in every potential

**Task.** Suppose that at least one admissible matrix exists. Show that for every $v$ there is an admissible $P$ with
$$E_v(P)\le E_v(Q)\quad\text{for all admissible } Q .$$

**Solution.** The energy is linear in the finitely many entries of the matrix, hence continuous. A continuous function on a non-empty compact set attains its minimum, and part (b) supplies the compactness.

The hypothesis `hne` says that the set is non-empty. The theorem `exists_isMinOn` returns the minimiser, and the last line rewrites its minimality in the form required by `IsGroundState`.

```lean
/-- If there is any `N`-particle projector, every potential has a ground state. -/
theorem exists_groundState (T : Matrix ι ι ℝ) {N : ℕ}
    (hne : (projectors N : Set (Matrix ι ι ℝ)).Nonempty) (v : ι → ℝ) :
    ∃ P, IsGroundState T N v P := by
  have hc : Continuous (energy T v) :=
    (continuous_id.matrix_mul continuous_const).matrix_trace
  obtain ⟨P, hP, hmin⟩ := (isCompact_projectors N).exists_isMinOn hne hc.continuousOn
  exact ⟨P, hP, fun Q hQ => hmin hQ⟩
```

## (d) What a trial state says about the functional

**Task.** Let $Q$ be admissible. Show that
$$W(v)\le \operatorname{tr}(QT)+v\cdot(n_Q-n_0),$$
with equality if $Q$ is a ground state in $v$.

**Solution.** Since $Q$ exists, part (c) gives a ground state $P$ in $v$. Its energy is the least element of the set of energies, so it equals the infimum, and $W(v)=E_v(P)-v\cdot n_0$. Minimality and part (a) give
$$W(v)\le E_v(Q)-v\cdot n_0=\operatorname{tr}(QT)+v\cdot n_Q-v\cdot n_0 .$$
If $Q$ is itself a ground state, it can take the place of $P$, and the inequality becomes an equality.

The auxiliary statement `key` replaces the infimum by the energy of a ground state, using `IsLeast` and `csInf_eq`. Both halves then follow by `linarith` from the energy formula `e`.

```lean
/-- Each `N`-particle projector `Q` bounds `W v` from above by its kinetic energy plus `v` paired
with its density error, with equality if `Q` is a ground state in `v`. -/
theorem W_le_and_eq (T : Matrix ι ι ℝ) {N : ℕ} (n₀ v : ι → ℝ) {Q : Matrix ι ι ℝ}
    (hQ : Q ∈ projectors N) :
    W T N n₀ v ≤ (Q * T).trace + v ⬝ᵥ (density Q - n₀) ∧
      (IsGroundState T N v Q → W T N n₀ v = (Q * T).trace + v ⬝ᵥ (density Q - n₀)) := by
  have key : ∀ P, IsGroundState T N v P → W T N n₀ v = energy T v P - v ⬝ᵥ n₀ := by
    intro P hP
    have hl : IsLeast (energy T v '' projectors N) (energy T v P) :=
      ⟨⟨P, hP.1, rfl⟩, by rintro _ ⟨R, hR, rfl⟩; exact hP.2 R hR⟩
    rw [W, hl.csInf_eq]
  obtain ⟨P, hP⟩ := exists_groundState T ⟨Q, hQ⟩ v
  have e := energy_eq T v Q
  rw [dotProduct_sub]
  constructor
  · rw [key P hP]
    linarith [hP.2 Q hQ]
  · intro h
    rw [key Q h]
    linarith
```

## (e) The density error as a supergradient

**Task.** Let $P$ be any ground state in $v$. Show that for every potential $w$
$$W(w)\le W(v)+(w-v)\cdot(n_P-n_0).$$

**Solution.** Use $P$ as a trial state in $w$ and as a ground state in $v$. Part (d) gives
$$W(w)\le\operatorname{tr}(PT)+w\cdot(n_P-n_0),\qquad W(v)=\operatorname{tr}(PT)+v\cdot(n_P-n_0).$$
Eliminating $\operatorname{tr}(PT)$ gives the claim.

A vector $g$ with $W(w)\le W(v)+(w-v)\cdot g$ for all $w$ is called a supergradient of $W$ at $v$; here $g$ is the density error $n_P-n_0$. The two relations are `h1` and `h2`. No assumption of a gap or of differentiability enters: at a degeneracy, every ground state supplies a supergradient, and different ground states may supply different ones. For density-to-potential inversion in Kohn–Sham and embedding calculations, this means that, in the finite non-interacting model, one ground-state calculation yields both the value of $W$ and a supergradient.

```lean
/-- The density error of any ground state in `v` is a supergradient of `W` at `v`. -/
theorem supergradient {T : Matrix ι ι ℝ} {N : ℕ} {v : ι → ℝ} {P : Matrix ι ι ℝ}
    (hP : IsGroundState T N v P) (n₀ w : ι → ℝ) :
    W T N n₀ w ≤ W T N n₀ v + (w - v) ⬝ᵥ (density P - n₀) := by
  -- the ground state in `v` serves as a trial state in `w`
  have h1 := (W_le_and_eq T n₀ w hP.1).1
  have h2 := (W_le_and_eq T n₀ v hP.1).2 hP
  rw [sub_dotProduct]
  linarith
```

## (f) Concavity

**Task.** Let $N$ not exceed the number of sites. Show that for all potentials $x,y$ and all $a,b\ge0$ with $a+b=1$
$$a\,W(x)+b\,W(y)\le W(ax+by).$$

**Solution.** First, an admissible matrix exists: choose $N$ sites and take the diagonal matrix with entry 1 on those sites and 0 elsewhere. It is symmetric and idempotent, and its trace is $N$.

Put $u=ax+by$ and let $P$ be a ground state in $u$, which exists by part (c). Part (e), applied at $u$, gives
$$W(x)\le W(u)+(x-u)\cdot(n_P-n_0),\qquad W(y)\le W(u)+(y-u)\cdot(n_P-n_0).$$
Multiply the first by $a$, the second by $b$, and add. The linear terms cancel because
$$a(x-u)+b(y-u)=ax+by-(a+b)u=0,$$
and the terms in $W(u)$ add up to $(a+b)W(u)=W(u)$.

`ConcaveOn ℝ Set.univ` states concavity on the whole space of potentials. In the proof, `hne` is the site-filling construction, `hx` and `hy` are the weighted inequalities, `h0` is the cancellation and `h1` collects the terms in $W(u)$. The hypothesis `hN` ensures that $W$ is built from actual energies; for larger $N$ there are no admissible matrices, and Lean sets the infimum of the empty set to 0.

```lean
/-- For `N` not exceeding the number of sites, `W` is a concave function of the potential. -/
theorem concaveOn_W (T : Matrix ι ι ℝ) {N : ℕ} (hN : N ≤ Fintype.card ι) (n₀ : ι → ℝ) :
    ConcaveOn ℝ Set.univ (W T N n₀) := by
  -- filling `N` sites gives an admissible projector
  have hne : (projectors N : Set (Matrix ι ι ℝ)).Nonempty := by
    obtain ⟨s, -, hs⟩ := Finset.exists_subset_card_eq (s := (Finset.univ : Finset ι)) hN
    refine ⟨diagonal fun i => if i ∈ s then 1 else 0, diagonal_transpose _, ?_, ?_⟩
    · rw [diagonal_mul_diagonal]
      congr 1
      funext i
      split_ifs <;> norm_num
    · simp [Matrix.trace_diagonal, hs]
  refine ⟨convex_univ, fun x _ y _ a b ha hb hab => ?_⟩
  obtain ⟨P, hP⟩ := exists_groundState T hne (a • x + b • y)
  have hx := mul_le_mul_of_nonneg_left (supergradient hP n₀ x) ha
  have hy := mul_le_mul_of_nonneg_left (supergradient hP n₀ y) hb
  -- the two linear terms cancel at the intermediate potential
  have h0 : a * ((x - (a • x + b • y)) ⬝ᵥ (density P - n₀)) +
      b * ((y - (a • x + b • y)) ⬝ᵥ (density P - n₀)) = 0 := by
    simp only [sub_dotProduct, add_dotProduct, smul_dotProduct, smul_eq_mul]
    linear_combination
      (-(a * (x ⬝ᵥ (density P - n₀)) + b * (y ⬝ᵥ (density P - n₀)))) * hab
  have h1 : a * W T N n₀ (a • x + b • y) + b * W T N n₀ (a • x + b • y) =
      W T N n₀ (a • x + b • y) := by rw [← add_mul, hab, one_mul]
  rw [mul_add] at hx hy
  simp only [smul_eq_mul]
  linarith
```

## (g) A lower bound on the kinetic energy

**Task.** Let $Q$ be admissible with $n_Q=n_0$. Show that for every potential $v$
$$W(v)\le\operatorname{tr}(QT).$$

**Solution.** In part (d) the potential multiplies the density error $n_Q-n_0$, which is now zero. Only the kinetic energy remains on the right.

The rewriting with `hn`, `sub_self` and `dotProduct_zero` removes the potential term in the same way. The potential need not be related to $Q$: each $v$ gives a lower bound for all determinants with the target density.

```lean
/-- `W v` is a lower bound on the kinetic energy of every `N`-particle projector whose density
is the target `n₀`. -/
theorem W_le_kinetic (T : Matrix ι ι ℝ) {N : ℕ} {n₀ : ι → ℝ} (v : ι → ℝ) {Q : Matrix ι ι ℝ}
    (hQ : Q ∈ projectors N) (hn : density Q = n₀) : W T N n₀ v ≤ (Q * T).trace := by
  have h := (W_le_and_eq T n₀ v hQ).1
  rwa [hn, sub_self, dotProduct_zero, add_zero] at h
```

## (h) Reaching the target density

**Task.** Suppose that some ground state $P$ in $v$ has density $n_P=n_0$. Show that
$$W(w)\le W(v)=\operatorname{tr}(PT)\le\operatorname{tr}(QT)$$
for every potential $w$ and every admissible $Q$ with $n_Q=n_0$.

**Solution.** Since $P$ is a ground state in $v$, part (d) holds with equality, and the density error vanishes. This gives $W(v)=\operatorname{tr}(PT)$. Part (g) with the state $P$ and the potential $w$ gives $W(w)\le\operatorname{tr}(PT)=W(v)$, so $v$ is a global maximiser. Part (g) with the state $Q$ and the potential $v$ gives $\operatorname{tr}(PT)=W(v)\le\operatorname{tr}(QT)$, so $P$ has the least kinetic energy among determinants of its density.

The equality is `h`, and the final triple contains the three conclusions, with `W_le_kinetic` used once for $w$ and once for $Q$.

The hypotheses `hP` and `hn` together say that $n_0$ is the density of a single-determinant ground state in some local potential, which is non-interacting $v$-representability in this model. It is assumed, and need not hold for a given target. The implication runs from matching the density to maximising $W$; the theorem makes no statement about the density at an arbitrary maximiser, or about whether the maximiser is unique.

```lean
/-- If a ground state `P` in `v` has the target density, then `v` maximises `W` globally, the
maximum is the kinetic energy of `P`, and no `N`-particle projector of that density has a lower
kinetic energy. -/
theorem maximiser_of_density {T : Matrix ι ι ℝ} {N : ℕ} {n₀ v : ι → ℝ} {P : Matrix ι ι ℝ}
    (hP : IsGroundState T N v P) (hn : density P = n₀) :
    (∀ w, W T N n₀ w ≤ W T N n₀ v) ∧ W T N n₀ v = (P * T).trace ∧
      ∀ Q ∈ projectors N, density Q = n₀ → (P * T).trace ≤ (Q * T).trace := by
  have h := (W_le_and_eq T n₀ v hP.1).2 hP
  rw [hn, sub_self, dotProduct_zero, add_zero] at h
  exact ⟨fun w => h ▸ W_le_kinetic T w hP.1 hn, h,
    fun Q hQ hd => h ▸ W_le_kinetic T v hQ hd⟩

end

end PotentialReconstruction
```

```lean
#print axioms PotentialReconstruction.concaveOn_W
-- 'PotentialReconstruction.concaveOn_W' depends on axioms: [propext, Classical.choice, Quot.sound]
#print axioms PotentialReconstruction.maximiser_of_density
-- 'PotentialReconstruction.maximiser_of_density' depends on axioms: [propext, Classical.choice, Quot.sound]
```
